# The static ionic dipole as a mode sum when zero-frequency modes are neutral

To get the ionic part of the static dielectric response of an insulating crystal from its zone-centre phonons at zero macroscopic field, one sums products of the charges of mass-normalised modes over their squared frequencies and leaves out the zero-frequency modes; a prefactor with the cell volume and the units turns the sum into the ionic contribution to the dielectric tensor at fixed cell. In a finite harmonic model with real frequencies and fixed Born charges, this sum, applied to the field, gives the ionic dipole of every static equilibrium, provided that the omitted modes carry no charge.

```lean
import Mathlib

open Matrix

namespace BornEffectiveCharges

variable {n d : Type*} [Fintype n] [DecidableEq n] [Fintype d]

/-- The vectors `U m` are mass-orthonormal normal modes, with frequencies `ω m`, of the
force-constant matrix `Φ` and the masses `M`. -/
structure IsNormalModes (Φ : Matrix n n ℝ) (M : n → ℝ) (U : n → n → ℝ) (ω : n → ℝ) :
    Prop where
  orthonormal : ∀ m k, U m ⬝ᵥ (M * U k) = if m = k then 1 else 0
  eigen : ∀ m, Φ *ᵥ U m = ω m ^ 2 • (M * U m)

variable {Φ : Matrix n n ℝ} {M : n → ℝ} {U : n → n → ℝ} {ω : n → ℝ}

omit [DecidableEq n] in
private lemma mulVec_modes {r : Type*} (A : Matrix r n ℝ) (c : n → ℝ) (V : n → n → ℝ) :
    A *ᵥ (∑ m, c m • V m) = ∑ m, c m • (A *ᵥ V m) := by
  have h := map_sum A.mulVecLin (fun m => c m • V m) Finset.univ
  simpa only [Matrix.mulVecLin_apply, Matrix.mulVec_smul] using h

omit [DecidableEq n] in
private lemma dot_force (Z : Matrix d n ℝ) (v : n → ℝ) (E : d → ℝ) :
    v ⬝ᵥ (Zᵀ *ᵥ E) = (Z *ᵥ v) ⬝ᵥ E := by
  rw [Matrix.dotProduct_mulVec, Matrix.vecMul_transpose]

/-- Completeness relation of the mass-orthonormal modes. -/
theorem IsNormalModes.completeness (hm : IsNormalModes Φ M U ω) (i j : n) :
    ∑ m, U m i * (U m j * M j) = if i = j then 1 else 0 := by
  have h : (Matrix.of fun m i => U m i * M i) * (Matrix.of fun i k => U k i)
      = (1 : Matrix n n ℝ) := by
    ext m k
    rw [Matrix.one_apply, ← hm.orthonormal m k]
    simp only [Matrix.mul_apply, Matrix.of_apply, dotProduct, Pi.mul_apply, mul_assoc]
  -- a left inverse of a square matrix is a right inverse
  have h1 := mul_eq_one_comm.mp h
  have h2 := congrArg (fun A : Matrix n n ℝ => A i j) h1
  simpa only [Matrix.mul_apply, Matrix.of_apply, Matrix.one_apply] using h2

/-- Every displacement is the sum of the modes weighted by its mode amplitudes. -/
theorem IsNormalModes.displacement_expansion (hm : IsNormalModes Φ M U ω) (u : n → ℝ) :
    u = ∑ m, (U m ⬝ᵥ (M * u)) • U m := by
  ext i
  calc u i = ∑ j, (if i = j then 1 else 0) * u j := by simp
    _ = ∑ j, (∑ m, U m i * (U m j * M j)) * u j := by simp only [hm.completeness]
    _ = ∑ j, ∑ m, U m i * (U m j * M j) * u j := by simp only [Finset.sum_mul]
    _ = ∑ m, ∑ j, U m i * (U m j * M j) * u j := Finset.sum_comm
    _ = (∑ m, (U m ⬝ᵥ (M * u)) • U m) i := by
      simp only [Finset.sum_apply, Pi.smul_apply, Pi.mul_apply, smul_eq_mul, dotProduct,
        Finset.sum_mul]
      exact Finset.sum_congr rfl fun m _ => Finset.sum_congr rfl fun j _ => by ring

/-- Every force is the sum of the mass-weighted modes, with its projections on the modes
as coefficients. -/
theorem IsNormalModes.force_expansion (hm : IsNormalModes Φ M U ω) (f : n → ℝ) :
    f = ∑ m, (U m ⬝ᵥ f) • (M * U m) := by
  ext j
  calc f j = ∑ i, f i * (if i = j then 1 else 0) := by simp
    _ = ∑ i, f i * ∑ m, U m i * (U m j * M j) := by simp only [hm.completeness]
    _ = ∑ i, ∑ m, f i * (U m i * (U m j * M j)) := by simp only [Finset.mul_sum]
    _ = ∑ m, ∑ i, f i * (U m i * (U m j * M j)) := Finset.sum_comm
    _ = (∑ m, (U m ⬝ᵥ f) • (M * U m)) j := by
      simp only [Finset.sum_apply, Pi.smul_apply, Pi.mul_apply, smul_eq_mul, dotProduct,
        Finset.sum_mul]
      exact Finset.sum_congr rfl fun m _ => Finset.sum_congr rfl fun i _ => by ring

/-- The projection of `Φ u` on a mode is the squared frequency times the amplitude of `u`
in that mode. -/
theorem IsNormalModes.mode_response (hm : IsNormalModes Φ M U ω) (k : n) (u : n → ℝ) :
    U k ⬝ᵥ (Φ *ᵥ u) = ω k ^ 2 * (U k ⬝ᵥ (M * u)) := by
  have h : Φ *ᵥ u = ∑ m, (U m ⬝ᵥ (M * u)) • (Φ *ᵥ U m) :=
    (congrArg (fun v => Φ *ᵥ v) (hm.displacement_expansion u)).trans (mulVec_modes _ _ _)
  rw [h, dotProduct_sum]
  simp only [hm.eigen, dotProduct_smul, hm.orthonormal, smul_eq_mul, mul_ite, mul_one,
    mul_zero, Finset.sum_ite_eq, Finset.mem_univ, if_true]
  ring

/-- A system with a complete set of mass-orthonormal normal modes has symmetric force
constants and positive masses. -/
theorem IsNormalModes.symm_and_mass_pos (hm : IsNormalModes Φ M U ω) :
    Φ.IsSymm ∧ ∀ i, 0 < M i := by
  constructor
  · -- the spectral form of the force constants is symmetric in its two indices
    have key : ∀ i j, Φ i j = ∑ m, ω m ^ 2 * (U m j * M j) * (M i * U m i) := by
      intro i j
      have h := congrFun (hm.force_expansion (Φ *ᵥ (Pi.single j (1 : ℝ) : n → ℝ))) i
      have ha : ∀ m, U m ⬝ᵥ (M * (Pi.single j (1 : ℝ) : n → ℝ)) = U m j * M j := by
        intro m
        simp [dotProduct, Pi.single_apply]
      have hl : (Φ *ᵥ (Pi.single j (1 : ℝ) : n → ℝ)) i = Φ i j := by
        simp [Matrix.mulVec, dotProduct, Pi.single_apply]
      rw [hl] at h
      simp only [hm.mode_response, ha, Finset.sum_apply, Pi.smul_apply, Pi.mul_apply,
        smul_eq_mul] at h
      exact h
    ext i j
    rw [Matrix.transpose_apply, key j i, key i j]
    exact Finset.sum_congr rfl fun m _ => by ring
  · intro i
    by_contra hneg
    have h := hm.completeness i i
    rw [if_pos rfl] at h
    have h0 : ∑ m, U m i * (U m i * M i) ≤ 0 :=
      Finset.sum_nonpos fun m _ => by nlinarith [mul_self_nonneg (U m i), not_lt.mp hneg]
    linarith

/-- Static equilibrium `Φ u = Zᵀ E` can be reached in every field exactly when every
zero-frequency mode has vanishing mode charge `Z U_m`. -/
theorem solvable_iff_zero_modes_neutral (hm : IsNormalModes Φ M U ω) (Z : Matrix d n ℝ) :
    (∀ E, ∃ u, Φ *ᵥ u = Zᵀ *ᵥ E) ↔ ∀ m, ω m = 0 → Z *ᵥ U m = 0 := by
  constructor
  · intro h m hω
    -- apply a field along the mode charge itself
    obtain ⟨u, hu⟩ := h (Z *ᵥ U m)
    have hp := hm.mode_response m u
    rw [hu, dot_force, hω] at hp
    exact dotProduct_self_eq_zero.mp (by simpa using hp)
  · intro hZ E
    refine ⟨∑ m, (((Z *ᵥ U m) ⬝ᵥ E) / ω m ^ 2) • U m, ?_⟩
    rw [mulVec_modes, hm.force_expansion (Zᵀ *ᵥ E)]
    refine Finset.sum_congr rfl fun m _ => ?_
    rw [dot_force, hm.eigen, smul_smul]
    by_cases h : ω m = 0
    · simp [hZ m h]
    · rw [div_mul_cancel₀ _ (pow_ne_zero 2 h)]

/-- If the zero-frequency modes carry no charge, the ions have an equilibrium in the field
`E`, and the dipole `Z u` of every equilibrium is the sum over the modes of nonzero
frequency of `(Z U_m) (Z U_m · E) / ω_m²`. -/
theorem ionic_dipole_mode_sum (hm : IsNormalModes Φ M U ω) (Z : Matrix d n ℝ)
    (hZ : ∀ m, ω m = 0 → Z *ᵥ U m = 0) (E : d → ℝ) :
    (∃ u, Φ *ᵥ u = Zᵀ *ᵥ E) ∧
    ∀ u, Φ *ᵥ u = Zᵀ *ᵥ E →
      Z *ᵥ u = ∑ m with ω m ≠ 0, (((Z *ᵥ U m) ⬝ᵥ E) / ω m ^ 2) • (Z *ᵥ U m) := by
  refine ⟨(solvable_iff_zero_modes_neutral hm Z).mpr hZ E, fun u hu => ?_⟩
  have h : Z *ᵥ u = ∑ m, (U m ⬝ᵥ (M * u)) • (Z *ᵥ U m) :=
    (congrArg (fun v => Z *ᵥ v) (hm.displacement_expansion u)).trans (mulVec_modes _ _ _)
  rw [h, Finset.sum_filter]
  refine Finset.sum_congr rfl fun m _ => ?_
  by_cases h0 : ω m = 0
  · -- the amplitude is undetermined, but the mode carries no dipole
    simp [h0, hZ m h0]
  · have hp := hm.mode_response m u
    rw [hu, dot_force] at hp
    rw [if_pos h0, hp, mul_div_cancel_left₀ _ (pow_ne_zero 2 h0)]

/-- In equilibrium the ionic dipole has a nonnegative component along the field, which
vanishes exactly when the field exerts no force on the ions. -/
theorem dipole_along_field_nonneg (hm : IsNormalModes Φ M U ω) (Z : Matrix d n ℝ)
    (E : d → ℝ) (u : n → ℝ) (hu : Φ *ᵥ u = Zᵀ *ᵥ E) :
    0 ≤ E ⬝ᵥ (Z *ᵥ u) ∧ (E ⬝ᵥ (Z *ᵥ u) = 0 ↔ Zᵀ *ᵥ E = 0) := by
  have hdot : E ⬝ᵥ (Z *ᵥ u) = u ⬝ᵥ (Zᵀ *ᵥ E) := by rw [dot_force, dotProduct_comm]
  -- `E · Z u` is the sum of the squared mode amplitudes weighted by the squared frequencies
  have hsum : E ⬝ᵥ (Z *ᵥ u) = ∑ m, ω m ^ 2 * (U m ⬝ᵥ (M * u)) ^ 2 := by
    rw [hdot, ← hu, hm.force_expansion (Φ *ᵥ u), dotProduct_sum]
    refine Finset.sum_congr rfl fun m _ => ?_
    have hc : u ⬝ᵥ (M * U m) = U m ⬝ᵥ (M * u) := by
      simp only [dotProduct, Pi.mul_apply]
      exact Finset.sum_congr rfl fun i _ => by ring
    rw [hm.mode_response, dotProduct_smul, smul_eq_mul, hc]
    ring
  have hnn : ∀ m ∈ Finset.univ, 0 ≤ ω m ^ 2 * (U m ⬝ᵥ (M * u)) ^ 2 :=
    fun m _ => by positivity
  refine ⟨hsum ▸ Finset.sum_nonneg hnn, fun h => ?_, fun h => by rw [hdot, h, dotProduct_zero]⟩
  rw [hsum, Finset.sum_eq_zero_iff_of_nonneg hnn] at h
  rw [← hu, hm.force_expansion (Φ *ᵥ u)]
  refine Finset.sum_eq_zero fun m hmem => ?_
  have hz : ω m ^ 2 * (U m ⬝ᵥ (M * u)) = 0 := by
    rcases mul_eq_zero.mp (h m hmem) with h1 | h1
    · rw [h1, zero_mul]
    · rw [pow_eq_zero_iff two_ne_zero] at h1
      rw [h1, mul_zero]
  rw [hm.mode_response, hz, zero_smul]

/-- The two modes of a diatomic with masses 9 and 16 moving on a line. -/
noncomputable def diatomicModes : Fin 2 → Fin 2 → ℝ := ![![1/5, 1/5], ![4/15, -3/20]]

/-- Opposite unit charges on the two atoms, which respond to the first field direction. -/
def diatomicCharges : Matrix (Fin 3) (Fin 2) ℝ := !![1, -1; 0, 0; 0, 0]

/-- The diatomic has normal modes of frequencies 0 and 5; its zero-frequency mode carries
no charge and its other mode does. -/
theorem diatomic_witness :
    IsNormalModes !![144, -144; -144, 144] ![9, 16] diatomicModes ![0, 5] ∧
    (∀ m, (![0, 5] : Fin 2 → ℝ) m = 0 → diatomicCharges *ᵥ diatomicModes m = 0) ∧
    diatomicCharges *ᵥ diatomicModes 1 ≠ 0 := by
  refine ⟨⟨fun m k => ?_, fun m => ?_⟩, fun m h => ?_, fun h => ?_⟩
  · fin_cases m <;> fin_cases k <;>
      norm_num [diatomicModes, dotProduct, Fin.sum_univ_succ]
  · ext i
    fin_cases m <;> fin_cases i <;>
      norm_num [diatomicModes, Matrix.mulVec, dotProduct, Fin.sum_univ_succ]
  · fin_cases m
    · ext a
      fin_cases a <;>
        norm_num [diatomicModes, diatomicCharges, Matrix.mulVec, dotProduct,
          Fin.sum_univ_succ]
    · norm_num at h
  · have h0 := congrFun h 0
    norm_num [diatomicModes, diatomicCharges, Matrix.mulVec, dotProduct,
      Fin.sum_univ_succ] at h0

end BornEffectiveCharges
```

```lean
#print axioms BornEffectiveCharges.IsNormalModes.symm_and_mass_pos
-- 'BornEffectiveCharges.IsNormalModes.symm_and_mass_pos' depends on axioms: [propext, Classical.choice, Quot.sound]
#print axioms BornEffectiveCharges.ionic_dipole_mode_sum
-- 'BornEffectiveCharges.ionic_dipole_mode_sum' depends on axioms: [propext, Classical.choice, Quot.sound]
#print axioms BornEffectiveCharges.dipole_along_field_nonneg
-- 'BornEffectiveCharges.dipole_along_field_nonneg' depends on axioms: [propext, Classical.choice, Quot.sound]
```

## Equilibrium in a static field

Let \(u\) be the ionic displacements, \(\Phi\) the force constants, \(M_i\) the mass belonging to coordinate \(i\), and \(E\) the field. The matrix \(Z\) of Born charges turns displacements into a dipole \(Zu\) and the field into forces \(Z^TE\), so equilibrium means \(\Phi u=Z^TE\). With \((Mu)_i=M_iu_i\), the modes \(U_m\) and frequencies \(\omega_m\) satisfy

\[
U_m\cdot MU_k=\delta_{mk},\qquad \Phi U_m=\omega_m^2MU_m .
\]

These are the two fields of `IsNormalModes`. Write \(p_m=ZU_m\) for the mode charge. If \(p_m=0\) whenever \(\omega_m=0\), then `ionic_dipole_mode_sum` states that an equilibrium exists for each \(E\), and that every equilibrium has

\[
Zu=\sum_{\omega_m\ne0}\frac{p_m\cdot E}{\omega_m^2}\,p_m .
\]

In Lean, `M * U k` is the componentwise product and `*ᵥ` applies a matrix to a vector. The type `n` labels both coordinates and modes, so there are as many modes as coordinates. The type `d` labels field directions, three in the physical case.

Real frequencies exclude unstable modes. Anharmonicity, the electronic polarisation at clamped ions, the strain of a piezoelectric crystal in the field and the calculation of \(\Phi\) and \(Z\) from electronic structure are not covered. Neutrality of the zero modes is assumed; for rigid translations it is the acoustic sum rule of a neutral system, by which the Born charges of all atoms add to zero. The assumption fails for those rigid rotations of a free molecule that turn a permanent dipole.

## From orthonormality to completeness

Put \(A_{mi}=U_{m,i}M_i\) and \(B_{ik}=U_{k,i}\). Orthonormality says \(AB=1\). Both matrices are square, so \(BA=1\) as well:

\[
\sum_m U_{m,i}U_{m,j}M_j=\delta_{ij}.
\]

The proof turns on this step, which `mul_eq_one_comm` performs in `completeness`. It needs no separate argument that the modes span the space, but it does need as many modes as coordinates, which the shared finite index type ensures: with fewer modes, \(A\) and \(B\) would not be square.

Multiplying by \(u_j\) and summing over \(j\), or by \(f_i\) and summing over \(i\), gives

\[
u=\sum_m a_mU_m,\quad a_m=U_m\cdot Mu,\qquad
f=\sum_m(U_m\cdot f)\,MU_m .
\]

The two expansion theorems do this by exchanging sums with `Finset.sum_comm`.

Completeness at \(i=j\) reads \(M_i\sum_mU_{m,i}^2=1\), so \(M_i>0\). Expanding the applied force \(\Phi e_j\) that holds a unit displacement \(e_j\) of coordinate \(j\) gives \(\Phi_{ij}=\sum_m\omega_m^2M_iU_{m,i}U_{m,j}M_j\), which is symmetric. Hence `symm_and_mass_pos` derives both properties from the modes.

## Solving mode by mode

Applying \(\Phi\) to the expansion of \(u\) and projecting on \(U_k\) gives \(U_k\cdot\Phi u=\omega_k^2a_k\), which is `mode_response`. Since \(U_m\cdot Z^TE=p_m\cdot E\) (`dot_force`), equilibrium requires

\[
\omega_m^2a_m=p_m\cdot E .
\]

The dipole is \(Zu=\sum_ma_mp_m\). The proof splits with `by_cases`: for \(\omega_m\ne0\) it divides by \(\omega_m^2\); for \(\omega_m=0\) the amplitude is undetermined, but \(p_m=0\) removes the term.

For existence, take \(u=\sum_{\omega_m\ne0}(p_m\cdot E/\omega_m^2)U_m\). Then \(\Phi u=\sum_{\omega_m\ne0}(p_m\cdot E)MU_m\), which equals \(Z^TE\) by the force expansion, because the missing terms vanish. Conversely, if every field admits an equilibrium, choose \(E=p_m\) for a zero mode: the projected equation becomes \(0=p_m\cdot p_m\), so \(p_m=0\). This is `solvable_iff_zero_modes_neutral`.

The hypothesis on the zero modes therefore cannot be dropped from the existence statement. If one of these modes is charged, the restricted sum is still finite, yet for some fields the equation \(\Phi u=Z^TE\) has no solution for it to describe.

## Sign of the response and a diatomic

For any equilibrium,

\[
E\cdot Zu=u\cdot\Phi u=\sum_m\omega_m^2a_m^2\ge0 .
\]

If this vanishes, every \(\omega_m^2a_m\) is zero, so \(Z^TE=\Phi u=\sum_m\omega_m^2a_mMU_m=0\); the converse is immediate. This is `dipole_along_field_nonneg`.

`diatomic_witness` checks the hypotheses for masses 9 and 16 with opposite unit charges. Mode 0 is a neutral translation; mode 1 has frequency 5 and charge \(5/12\) along the first field direction. With \(E_0\) the field component along that direction, the formula gives the dipole \((5/12)^2E_0/25=E_0/144\), as expected for a spring of constant 144.
